# In a hard sphere of radius 2 bohr, the lowest s state of hydrogen has energy −1/8 hartree

If I go by the energy alone, I mislabel the state that my radial solver returns for hydrogen at the centre of a hard sphere of radius 2 bohr. I want the lowest s state, as a basis orbital with a strict cutoff. The solver gives −1/8 hartree, which is the \(n=2\) level of the free atom, so I would call it excited and search for something lower. But the free 2s function has its node at 2 bohr, exactly where my wall stands. Is the part inside the node the lowest confined s state, or is there another below it, as 1s lies below 2s in the free atom?

## The free atom's node becomes the wall

No s state lies below it. The free 1s function doesn't vanish at 2 bohr, so the wall excludes it. The inner part of 2s does satisfy the boundary condition, and it has no node left inside the sphere.

In atomic units, for nuclear charge \(Z>0\) and wall radius \(R=2/Z\), take

\[
u(r)=r\left(1-\frac{Zr}{2}\right)e^{-Zr/2}.
\]

This is \(r\) times the radial wave function. It vanishes at \(0\) and \(R\), and all three factors are positive in between. Differentiating twice gives

\[
u'=\left(1-\tfrac32Zr+\tfrac14Z^2r^2\right)e^{-Zr/2},\qquad
u''=\left(-2Z+\tfrac54Z^2r-\tfrac18Z^3r^2\right)e^{-Zr/2}.
\]

Therefore

\[
-\frac{u''}{2}-\frac{Z}{r}u
=\left(-\tfrac18Z^2r+\tfrac1{16}Z^3r^2\right)e^{-Zr/2}
=-\frac{Z^2}{8}u .
\]

For \(Z=1\) and \(r=1\), in units of \(e^{-1/2}\), \(u=0.5\) and \(u''=-2+1.25-0.125=-0.875\). The left side is \(0.4375-0.5=-0.0625\), and \(-u/8\) is the same number. This \(u\) is unnormalised: \(\int_0^2u^2\,dr=2-14e^{-2}\approx0.1053\), so the normalised function is about \(3.08\,u\).

## Why no s state lies lower

Let \(u\) now be any s state with energy \(E_0\) in a potential \(V\), and suppose that \(u\) is positive inside the sphere and has non-zero slope at both ends. Let \(v\) be another s state, with energy \(E\), in the same sphere and potential. Put \(W=uv'-u'v\). The two radial equations give \(u''=2(V-E_0)u\) and \(v''=2(V-E)v\), so

\[
W'=uv''-u''v=2(E_0-E)uv .
\]

Since \((v/u)'=W/u^2\), the function \(F=vW/u\) satisfies

\[
F'=\left(\frac{W}{u}\right)^2+2(E_0-E)v^2 .
\]

At either end \(v/u\) tends to the finite ratio of the slopes, while \(W\) tends to zero. Hence \(F\) tends to zero at both ends.

Suppose \(E\le E_0\). Then \(F'\ge0\), so \(F\) cannot decrease. As it starts and finishes at zero, it is zero throughout, and so is \(F'\). Both terms of \(F'\) are non-negative, so each vanishes. If \(E<E_0\), this forces \(v=0\). If \(E=E_0\), it forces \(W=0\), so \(v/u\) is constant and \(v=cu\).

For the hydrogen function, \(u'(0)=1\) and \(u'(2/Z)=(1-3+1)e^{-1}=-e^{-1}\). Both slopes are non-zero, so the argument applies.

```lean
import Mathlib

open Set Filter Topology

namespace ConfinedHydrogen

noncomputable section

/-- A radial s state `u` of energy `E` (atomic units) in the potential `V` inside a hard sphere of
radius `R > 0`. Here `u` is `r` times the radial wave function, `u1` and `u2` are the first and
second derivatives of `u`, and the zero function is allowed. -/
structure ConfinedState (V : ℝ → ℝ) (R E : ℝ) (u u1 u2 : ℝ → ℝ) : Prop where
  radius_pos : 0 < R
  at_nucleus : u 0 = 0
  at_wall : u R = 0
  first : ∀ r ∈ Icc 0 R, HasDerivWithinAt u (u1 r) (Icc 0 R) r
  first_cont : ContinuousOn u1 (Icc 0 R)
  second : ∀ r ∈ Ioo 0 R, HasDerivAt u1 (u2 r) r
  schrodinger : ∀ r ∈ Ioo 0 R, -(u2 r) / 2 + V r * u r = E * u r

/-- If `v`, `u` and `W` vanish at an endpoint `a`, where `v` and `u` are differentiable, `u` has
non-zero slope and `W` is continuous, then `v W / u` tends to zero there. -/
theorem endpoint_continuous {v u W : ℝ → ℝ} {s : Set ℝ} {a v' u' : ℝ}
    (hv : HasDerivWithinAt v v' s a) (hu : HasDerivWithinAt u u' s a)
    (hva : v a = 0) (hua : u a = 0) (hu' : u' ≠ 0)
    (hW : ContinuousWithinAt W s a) (hWa : W a = 0) :
    Tendsto (fun x => v x * W x / u x) (𝓝[s \ {a}] a) (𝓝 0) := by
  have h := ((hasDerivWithinAt_iff_tendsto_slope.1 hv).div
    (hasDerivWithinAt_iff_tendsto_slope.1 hu) hu').mul
    (hW.tendsto.mono_left (nhdsWithin_mono a Set.sdiff_subset))
  rw [hWa, mul_zero] at h
  refine h.congr' ?_
  filter_upwards [self_mem_nhdsWithin] with x hx
  have hx' : x - a ≠ 0 := sub_ne_zero.2 hx.2
  simp only [Pi.div_apply, slope_def_field, hva, hua, sub_zero]
  rw [div_div_div_cancel_right₀ hx']
  ring

variable {V u u1 u2 v v1 v2 : ℝ → ℝ} {R E₀ E : ℝ}

/-- For two confined states in the same potential, the derivative of `v (u v' - u' v) / u` is a
square plus the energy difference times `2 v²`, wherever `u` is non-zero inside the sphere. -/
theorem wronskian_identity (hu : ConfinedState V R E₀ u u1 u2)
    (hv : ConfinedState V R E v v1 v2) {r : ℝ} (hr : r ∈ Ioo 0 R) (h0 : u r ≠ 0) :
    HasDerivAt (fun x => v x * (u x * v1 x - u1 x * v x) / u x)
      (((u r * v1 r - u1 r * v r) / u r) ^ 2 + 2 * (E₀ - E) * v r ^ 2) r := by
  have du := (hu.first r (Ioo_subset_Icc_self hr)).hasDerivAt (Icc_mem_nhds hr.1 hr.2)
  have dv := (hv.first r (Ioo_subset_Icc_self hr)).hasDerivAt (Icc_mem_nhds hr.1 hr.2)
  have dW := (du.fun_mul (hv.second r hr)).fun_sub ((hu.second r hr).fun_mul dv)
  refine ((dv.fun_mul dW).fun_div du h0).congr_deriv ?_
  -- the Schrödinger equations eliminate the second derivatives
  have e1 : v2 r = 2 * (V r - E) * v r := by
    linear_combination (-2) * hv.schrodinger r hr
  have e2 : u2 r = 2 * (V r - E₀) * u r := by
    linear_combination (-2) * hu.schrodinger r hr
  rw [e1, e2]
  field_simp
  ring

/-- Let `u` and `v` be confined states in the same potential and sphere. If `u` is positive inside
the sphere with non-zero slope at both ends, and `v` has no higher energy than `u`, then the
derivative in `wronskian_identity` vanishes throughout the sphere. -/
theorem wronskian_balance (hu : ConfinedState V R E₀ u u1 u2)
    (hv : ConfinedState V R E v v1 v2) (hpos : ∀ r ∈ Ioo 0 R, 0 < u r)
    (h0 : u1 0 ≠ 0) (hR : u1 R ≠ 0) (hE : E ≤ E₀) {r : ℝ} (hr : r ∈ Ioo 0 R) :
    ((u r * v1 r - u1 r * v r) / u r) ^ 2 + 2 * (E₀ - E) * v r ^ 2 = 0 := by
  let F : ℝ → ℝ := fun x => v x * (u x * v1 x - u1 x * v x) / u x
  have dF : ∀ x ∈ Ioo 0 R, HasDerivAt F _ x := fun x hx =>
    wronskian_identity hu hv hx (hpos x hx).ne'
  have F0 : F 0 = 0 := by simp [F, hv.at_nucleus]
  have FR : F R = 0 := by simp [F, hv.at_wall]
  have cu : ContinuousOn u (Icc 0 R) := fun x hx => (hu.first x hx).continuousWithinAt
  have cv : ContinuousOn v (Icc 0 R) := fun x hx => (hv.first x hx).continuousWithinAt
  have cW : ContinuousOn (fun x => u x * v1 x - u1 x * v x) (Icc 0 R) :=
    (cu.mul hv.first_cont).sub (hu.first_cont.mul cv)
  have m0 : (0 : ℝ) ∈ Icc 0 R := ⟨le_rfl, hu.radius_pos.le⟩
  have mR : R ∈ Icc 0 R := ⟨hu.radius_pos.le, le_rfl⟩
  have cF : ContinuousOn F (Icc 0 R) := by
    intro x hx
    rcases eq_or_lt_of_le hx.1 with h | h
    · rw [← h, ← continuousWithinAt_sdiff_self, ContinuousWithinAt, F0]
      exact endpoint_continuous (hv.first 0 m0) (hu.first 0 m0) hv.at_nucleus
        hu.at_nucleus h0 (cW 0 m0) (by simp [hu.at_nucleus, hv.at_nucleus])
    · rcases eq_or_lt_of_le hx.2 with h' | h'
      · rw [h', ← continuousWithinAt_sdiff_self, ContinuousWithinAt, FR]
        exact endpoint_continuous (hv.first R mR) (hu.first R mR) hv.at_wall
          hu.at_wall hR (cW R mR) (by simp [hu.at_wall, hv.at_wall])
      · exact (dF x ⟨h, h'⟩).continuousAt.continuousWithinAt
  -- F is monotone and vanishes at both ends, hence everywhere
  have mono : MonotoneOn F (Icc 0 R) := by
    apply monotoneOn_of_deriv_nonneg (convex_Icc 0 R) cF
    · intro x hx
      rw [interior_Icc] at hx
      exact (dF x hx).differentiableAt.differentiableWithinAt
    · intro x hx
      rw [interior_Icc] at hx
      rw [(dF x hx).deriv]
      have := sub_nonneg.2 hE
      positivity
  have hF : F =ᶠ[𝓝 r] fun _ => (0 : ℝ) := by
    filter_upwards [Ioo_mem_nhds hr.1 hr.2] with x hx
    have hx' := Ioo_subset_Icc_self hx
    have a := mono m0 hx' hx.1.le
    have b := mono hx' mR hx.2.le
    linarith
  exact (dF r hr).unique ((hasDerivAt_const r (0 : ℝ)).congr_of_eventuallyEq hF)

/-- A confined s state that is positive inside the sphere, with non-zero slope at both ends, has the
lowest energy of all non-zero s states in the same potential and sphere, and any of these with equal
energy is a multiple of it. -/
theorem nodeless_is_ground (hu : ConfinedState V R E₀ u u1 u2)
    (hv : ConfinedState V R E v v1 v2) (hpos : ∀ r ∈ Ioo 0 R, 0 < u r)
    (h0 : u1 0 ≠ 0) (hR : u1 R ≠ 0) (hne : ∃ r ∈ Ioo 0 R, v r ≠ 0) :
    E₀ ≤ E ∧ (E = E₀ → ∃ c : ℝ, ∀ r ∈ Icc 0 R, v r = c * u r) := by
  constructor
  · by_contra hlt
    have hlt' := not_le.1 hlt
    obtain ⟨r, hr, hvr⟩ := hne
    have h := wronskian_balance hu hv hpos h0 hR hlt'.le hr
    have h1 : 0 < 2 * (E₀ - E) * v r ^ 2 :=
      mul_pos (by linarith) (pow_pos (abs_pos.2 hvr) 2 |>.trans_eq (sq_abs _))
    linarith [sq_nonneg ((u r * v1 r - u1 r * v r) / u r)]
  · intro hE
    -- the Wronskian vanishes, so v / u is constant
    have dq : ∀ x ∈ Ioo 0 R, HasDerivAt (fun y => v y / u y) 0 x := by
      intro x hx
      have hb := wronskian_balance hu hv hpos h0 hR hE.le hx
      rw [hE, sub_self, mul_zero, zero_mul, add_zero] at hb
      have hw : u x * v1 x - u1 x * v x = 0 :=
        (div_eq_zero_iff.1 (pow_eq_zero_iff two_ne_zero |>.1 hb)).resolve_right (hpos x hx).ne'
      have n := Icc_mem_nhds hx.1 hx.2
      have m := Ioo_subset_Icc_self hx
      refine (((hv.first x m).hasDerivAt n).fun_div ((hu.first x m).hasDerivAt n)
        (hpos x hx).ne').congr_deriv ?_
      rw [show v1 x * u x - v x * u1 x = 0 by linarith, zero_div]
    have mid : R / 2 ∈ Ioo 0 R := ⟨by linarith [hu.radius_pos], by linarith [hu.radius_pos]⟩
    refine ⟨v (R / 2) / u (R / 2), fun r hr => ?_⟩
    rcases eq_or_lt_of_le hr.1 with h | h
    · rw [← h, hv.at_nucleus, hu.at_nucleus, mul_zero]
    rcases eq_or_lt_of_le hr.2 with h' | h'
    · rw [h', hv.at_wall, hu.at_wall, mul_zero]
    have hc : v r / u r = v (R / 2) / u (R / 2) :=
      isOpen_Ioo.is_const_of_deriv_eq_zero isPreconnected_Ioo
        (fun x hx => (dq x hx).differentiableAt.differentiableWithinAt)
        (fun x hx => (dq x hx).deriv) ⟨h, h'⟩ mid
    rw [← hc, div_mul_cancel₀ _ (hpos r ⟨h, h'⟩).ne']

/-- The function `r (1 - Z r / 2) exp (-Z r / 2)`; for nuclear charge `Z > 0` it is `r` times the
unnormalised 2s radial wave function of the free atom. -/
def orbital (Z r : ℝ) : ℝ := r * (1 - Z * r / 2) * Real.exp (-Z * r / 2)

/-- The closed formula for the slope of `orbital`. -/
def orbital1 (Z r : ℝ) : ℝ :=
  (1 - 3 * Z * r / 2 + Z ^ 2 * r ^ 2 / 4) * Real.exp (-Z * r / 2)

/-- The closed formula for the second derivative of `orbital`. -/
def orbital2 (Z r : ℝ) : ℝ :=
  (-2 * Z + 5 * Z ^ 2 * r / 4 - Z ^ 3 * r ^ 2 / 8) * Real.exp (-Z * r / 2)

/-- The two closed formulas are the first and second derivatives of the radial function. -/
theorem orbital_derivatives (Z r : ℝ) :
    HasDerivAt (orbital Z) (orbital1 Z r) r ∧ HasDerivAt (orbital1 Z) (orbital2 Z r) r := by
  have hi := hasDerivAt_id' r
  have he := ((hi.const_mul (-Z)).div_const 2).exp
  have hs : HasDerivAt (fun x : ℝ => x ^ 2) (2 * r) r := by simpa using hasDerivAt_pow 2 r
  constructor
  · have h := (hi.fun_mul (((hi.const_mul Z).div_const 2).const_sub 1)).fun_mul he
    exact h.congr_deriv (by unfold orbital1; ring)
  · have h := ((((hi.const_mul (3 * Z)).div_const 2).const_sub 1).fun_add
      ((hs.const_mul (Z ^ 2)).div_const 4)).fun_mul he
    exact h.congr_deriv (by unfold orbital2; ring)

/-- For `Z > 0` the radial function is positive inside the sphere of radius `2 / Z` and is a
confined s state of the hydrogen-like atom with energy `-Z² / 8`. -/
theorem orbital_confined {Z : ℝ} (hZ : 0 < Z) :
    (∀ r ∈ Ioo 0 (2 / Z), 0 < orbital Z r) ∧
    ConfinedState (fun r => -Z / r) (2 / Z) (-Z ^ 2 / 8)
      (orbital Z) (orbital1 Z) (orbital2 Z) := by
  constructor
  · intro r hr
    have h := (lt_div_iff₀ hZ).1 hr.2
    exact mul_pos (mul_pos hr.1 (by linarith)) (Real.exp_pos _)
  · refine ⟨by positivity, by simp [orbital], ?_,
      fun r _ => (orbital_derivatives Z r).1.hasDerivWithinAt,
      fun r _ => (orbital_derivatives Z r).2.continuousAt.continuousWithinAt,
      fun r _ => (orbital_derivatives Z r).2, ?_⟩
    · have h : Z * (2 / Z) = 2 := mul_div_cancel₀ 2 hZ.ne'
      unfold orbital
      rw [h]
      norm_num
    · intro r hr
      have h : -Z / r * orbital Z r = -Z * (1 - Z * r / 2) * Real.exp (-Z * r / 2) := by
        have := hr.1.ne'
        unfold orbital
        field_simp
      rw [h]
      unfold orbital orbital2
      ring

/-- For `Z > 0`, every non-zero s state of the hydrogen-like atom confined to radius `2 / Z` has
energy at least `-Z² / 8`, and at equality it is a multiple of `orbital Z`. -/
theorem hydrogen_ground_state {Z : ℝ} (hZ : 0 < Z)
    (hv : ConfinedState (fun r => -Z / r) (2 / Z) E v v1 v2)
    (hne : ∃ r ∈ Ioo 0 (2 / Z), v r ≠ 0) :
    -Z ^ 2 / 8 ≤ E ∧
      (E = -Z ^ 2 / 8 → ∃ c : ℝ, ∀ r ∈ Icc 0 (2 / Z), v r = c * orbital Z r) := by
  have key : ∀ x : ℝ, Z * x = 2 → 1 - 3 * Z * x / 2 + Z ^ 2 * x ^ 2 / 4 = -1 := fun x h => by
    linear_combination (-3 / 2 + (Z * x + 2) / 4) * h
  refine nodeless_is_ground (orbital_confined hZ).2 hv (orbital_confined hZ).1
    (by simp [orbital1]) ?_ hne
  unfold orbital1
  rw [key _ (mul_div_cancel₀ 2 hZ.ne')]
  exact mul_ne_zero (by norm_num) (Real.exp_pos _).ne'

/-- For hydrogen, `u = r (1 - r/2) exp (-r/2)` vanishes at 0 and 2 bohr, and between them it is
positive and satisfies `-u''/2 - u/r = -u/8`. -/
theorem hydrogen_two_bohr :
    orbital 1 0 = 0 ∧ orbital 1 2 = 0 ∧ ∀ r ∈ Ioo (0 : ℝ) 2, 0 < orbital 1 r ∧
      -(deriv (deriv (orbital 1)) r) / 2 - orbital 1 r / r = -(orbital 1 r) / 8 := by
  obtain ⟨hp, hs⟩ := orbital_confined (Z := 1) one_pos
  rw [div_one] at hp hs
  refine ⟨hs.at_nucleus, hs.at_wall, fun r hr => ⟨hp r hr, ?_⟩⟩
  have h1 : deriv (orbital 1) = orbital1 1 := funext fun x => (orbital_derivatives 1 x).1.deriv
  rw [h1, (orbital_derivatives 1 r).2.deriv]
  have h : -(orbital2 1 r) / 2 + -1 / r * orbital 1 r = -1 ^ 2 / 8 * orbital 1 r :=
    hs.schrodinger r hr
  linear_combination h

end

end ConfinedHydrogen
```

```lean
#print axioms ConfinedHydrogen.hydrogen_ground_state
-- 'ConfinedHydrogen.hydrogen_ground_state' depends on axioms: [propext, Classical.choice, Quot.sound]
#print axioms ConfinedHydrogen.hydrogen_two_bohr
-- 'ConfinedHydrogen.hydrogen_two_bohr' depends on axioms: [propext, Classical.choice, Quot.sound]
```

## What counts as a confined state

`ConfinedState V R E u u1 u2` says that the real function `u`, which is \(r\) times the radial wave function, describes an s state of energy `E` in the potential `V`, inside a sphere of radius `R`. Here `R` is the wall radius, not the textbook radial function \(R(r)\), and `u1` and `u2` are the first and second derivatives. The function vanishes at the nucleus and at the wall, its slope is continuous up to both ends, and the radial equation holds strictly between them. The condition at the wall stands for an infinite potential outside the sphere.

- `nodeless_is_ground` is the general comparison. The zero function also meets the definition of a confined state, so `hne` requires the competitor `v` to be non-zero somewhere inside. Positivity and the two non-zero slopes of `u` are assumed here.
- `hydrogen_ground_state` has none of these assumptions on `u`, because they are verified for `orbital Z`. It gives the bound \(-Z^2/8\le E\) and, at equality, uniqueness up to a factor.
- `hydrogen_two_bohr` treats \(Z=1\) with Mathlib's own derivative `deriv`: the function vanishes at 0 and 2 bohr, is positive between them and solves the radial equation there. That no s state lies lower is `hydrogen_ground_state` at \(Z=1\).

The comparison is among s states only; states with angular momentum do not enter. The model starts from the radial equation, so the step from the three-dimensional Schrödinger equation, with the nucleus fixed at the centre, has to be supplied separately.

For electronic structure, the result gives a closed-form reference for a radial solver that generates strictly localised orbitals, restricted to one electron, s symmetry and the single radius \(2/Z\) for each charge.

## From the Wronskian to the hydrogen function

`wronskian_identity` computes \(F'\). The product and quotient rules give the raw derivative, two `linear_combination` steps solve the radial equations for the second derivatives, and `field_simp` with `ring` finishes the algebra.

`endpoint_continuous` supplies the limit of \(F\) at an end. It writes \(v/u\) as a quotient of difference quotients, whose limit exists because the slope of \(u\) is non-zero, and multiplies by \(W\to0\).

`wronskian_balance` takes \(E\le E_0\), shows that \(F\) is monotone and squeezes it between its two zero end values. Near any interior point \(F\) then agrees with the constant zero, and uniqueness of the derivative gives \(F'=0\).

`nodeless_is_ground` splits into the two cases. For \(E<E_0\), a point where \(v\ne0\) would make \(F'\) positive, a contradiction. For \(E=E_0\), the quotient \(v/u\) has zero derivative, and the constant \(c\) is read off at `R / 2`.

`orbital_derivatives` checks the two closed formulas, and `orbital_confined` checks positivity, the boundary values and the radial equation. `hydrogen_ground_state` then needs only the end slopes; its auxiliary statement `key` is the evaluation \(1-3+1=-1\) at the wall. `hydrogen_two_bohr` sets \(Z=1\) and replaces `deriv` by the closed formulas.

## Monotonicity up to a wall where F is 0/0

The Mathlib lemma `monotoneOn_of_deriv_nonneg` asks for a non-negative derivative only in the interior of the interval, but for continuity on all of it. This suits \(F\), which has the form \(0/0\) at both ends. Lean sets division by zero to zero, so `F 0 = 0` and `F R = 0` hold by convention and say nothing about nearby values.

The continuity proof provides that missing link. The lemma `continuousWithinAt_sdiff_self` allows the end point itself to be removed when continuity there is checked, and `endpoint_continuous` shows that the values of \(F\) at the remaining points tend to zero. The conventional end values are therefore the true limits, and monotonicity carries them into the interior.
